# A Hessian with its zero modes shifted upward is positive definite exactly when its vibrational block is

A Newton step in Cartesian coordinates needs the solution of a linear system whose matrix is the Hessian. For a free molecule that matrix is singular, because a rigid translation costs no energy, and a Cholesky factorisation breaks down. A common remedy is to give the rigid motions an artificial force constant $c$ and then factorise. The problems below work out what this does to the determinant, the spectrum, the test for a minimum and the step itself, for a finite harmonic model whose zero modes are known exactly.

## The Hessian, its zero modes and the internal displacements

Let $H$ be the mass-weighted Hessian, a real symmetric matrix whose rows and columns are labelled by a finite set $n$ of displacement coordinates. The columns of $Z$, labelled by $k$, are orthonormal zero modes. The columns of $W$, labelled by $m$, are orthonormal internal displacements that complete them to a basis. In Lean `n`, `k` and `m` are index types, and `Fintype.card k` is the number of shifted modes, written $|k|$ here.

```lean
import Mathlib

open Matrix

namespace HessianZeroModes

noncomputable section

variable {n k m : Type*} [Fintype n] [Fintype k] [Fintype m]
  [DecidableEq n] [DecidableEq k] [DecidableEq m]
```

`ZeroModeSplit` collects the assumptions: $H^T=H$, $HZ=0$, $Z^TZ=1$, $W^TW=1$ and $ZZ^T+WW^T=1$.

```lean
/-- The symmetric Hessian `H` annihilates the orthonormal columns of `Z`, and the orthonormal
columns of `W` complete them to a basis of the whole displacement space. -/
structure ZeroModeSplit (H : Matrix n n ℝ) (Z : Matrix n k ℝ) (W : Matrix n m ℝ) : Prop where
  symmetric : Hᵀ = H
  zero_modes : H * Z = 0
  orthoZ : Zᵀ * Z = 1
  orthoW : Wᵀ * W = 1
  complete : Z * Zᵀ + W * Wᵀ = 1
```

The condition $HZ=0$ stands for the invariance of the energy under rigid motion; it is assumed, not derived from a potential. Translations of a free molecule satisfy it at every geometry, but rotations in general only at stationary points. Elsewhere $Z$ should hold the translations alone, or $H$ should first be projected so that the condition holds. Nor need $Z$ contain every zero mode: any that are left out make the vibrational block singular.

The shifted Hessian is $S=H+cZZ^T$.

```lean
/-- The Hessian with every zero mode in `Z` given the force constant `c`. -/
def shifted (H : Matrix n n ℝ) (Z : Matrix n k ℝ) (c : ℝ) : Matrix n n ℝ :=
  H + c • (Z * Zᵀ)
```

The vibrational Hessian is $V=W^THW$.

```lean
/-- The Hessian expressed in the internal coordinates spanned by the columns of `W`. -/
def vibrational (H : Matrix n n ℝ) (W : Matrix n m ℝ) : Matrix m m ℝ :=
  Wᵀ * H * W
```

## (a) Overlap of zero modes and internal displacements

**Task.** Show from completeness and orthonormality that
$$Z^TW=0.$$

**Solution.** Insert the identity between the two factors:
$$Z^TW=Z^T(ZZ^T+WW^T)W=(Z^TZ)(Z^TW)+(Z^TW)(W^TW)=2Z^TW.$$
Subtracting $Z^TW$ gives the claim. In Lean, `e1` and `e2` are the two evaluations of the middle expression, and `simpa` cancels the common term.

```lean
variable {H : Matrix n n ℝ} {Z : Matrix n k ℝ} {W : Matrix n m ℝ}

/-- The zero modes are orthogonal to the internal displacements. -/
theorem ZeroModeSplit.cross (h : ZeroModeSplit H Z W) : Zᵀ * W = 0 := by
  have e1 : Zᵀ * (Z * Zᵀ + W * Wᵀ) * W = Zᵀ * W := by
    rw [h.complete, Matrix.mul_one]
  have e2 : Zᵀ * (Z * Zᵀ + W * Wᵀ) * W = Zᵀ * W + Zᵀ * W := by
    calc Zᵀ * (Z * Zᵀ + W * Wᵀ) * W
        = (Zᵀ * Z) * (Zᵀ * W) + (Zᵀ * W) * (Wᵀ * W) := by
          simp only [Matrix.mul_add, Matrix.add_mul, Matrix.mul_assoc]
      _ = Zᵀ * W + Zᵀ * W := by
          rw [h.orthoZ, h.orthoW, Matrix.one_mul, Matrix.mul_one]
  rw [e1] at e2
  simpa using e2
```

## (b) Forces along the zero modes

**Task.** Show that the harmonic force $-Hx$ has no zero-mode component for any displacement $x$:
$$Z^TH=0.$$

**Solution.** Transpose $HZ=0$ to get $Z^TH^T=0$, and use $H^T=H$. The Lean proof does the same.

```lean
/-- The forces produced by the Hessian have no component along the zero modes. -/
theorem ZeroModeSplit.zero_left (h : ZeroModeSplit H Z W) : Zᵀ * H = 0 := by
  have e := congrArg Matrix.transpose h.zero_modes
  rwa [Matrix.transpose_mul, h.symmetric, Matrix.transpose_zero] at e
```

## (c) Block form of the shifted Hessian

**Task.** Show that the shift leaves the two kinds of motion uncoupled:
$$S=Z(c\,1)Z^T+WVW^T.$$

**Solution.** Since $HZ=0$,
$$H=H(ZZ^T+WW^T)=HWW^T.$$
Since $Z^TH=0$, also $H=WW^TH$. Together,
$$H=WW^THWW^T=WVW^T.$$
Adding $cZZ^T=Z(c\,1)Z^T$ finishes the argument. The one-sided identities are `r` and `l`, and `e` rebuilds $H$ from them.

```lean
/-- The shifted Hessian is block diagonal: `c` on the zero modes and the vibrational
Hessian on the internal displacements. -/
theorem ZeroModeSplit.shifted_eq (h : ZeroModeSplit H Z W) (c : ℝ) :
    shifted H Z c = Z * (c • (1 : Matrix k k ℝ)) * Zᵀ + W * vibrational H W * Wᵀ := by
  -- projecting out the zero modes on either side leaves `H` unchanged
  have r : H * (W * Wᵀ) = H := by
    calc H * (W * Wᵀ) = H * (Z * Zᵀ + W * Wᵀ) := by
          rw [Matrix.mul_add, ← Matrix.mul_assoc H Z, h.zero_modes, Matrix.zero_mul, zero_add]
      _ = H := by rw [h.complete, Matrix.mul_one]
  have l : W * Wᵀ * H = H := by
    calc W * Wᵀ * H = (Z * Zᵀ + W * Wᵀ) * H := by
          rw [Matrix.add_mul, Matrix.mul_assoc Z, h.zero_left, Matrix.mul_zero, zero_add]
      _ = H := by rw [h.complete, Matrix.one_mul]
  have e : W * vibrational H W * Wᵀ = H := by
    calc W * vibrational H W * Wᵀ = (W * Wᵀ * H) * (W * Wᵀ) := by
          simp only [vibrational, Matrix.mul_assoc]
      _ = H := by rw [l, r]
  rw [e, shifted, Matrix.mul_smul, Matrix.mul_one, Matrix.smul_mul, add_comm]
```

## (d) Determinant of an uncoupled matrix

**Task.** For any square blocks $A$ on the zero modes and $B$ on the internal displacements, show that
$$\det(ZAZ^T+WBW^T)=\det A\,\det B.$$

**Solution.** Put $U=[Z,W]$. Completeness says $UU^T=1$; orthonormality and (a) say $U^TU=1$. Hence $U$ is square and orthogonal, and
$$ZAZ^T+WBW^T=U\begin{pmatrix}A&0\\0&B\end{pmatrix}U^T.$$
An orthogonal change of basis preserves the determinant, and that of a block-diagonal matrix is the product over its blocks.

In Lean, `fromCols Z W` is $U$ and `fromRows Zᵀ Wᵀ` is $U^T$. The facts `h1` and `h2` say that they are mutually inverse, and `h3` is the factorisation above.

```lean
/-- A matrix that does not couple zero modes to internal displacements has as determinant
the product of the determinants of its two blocks. -/
theorem ZeroModeSplit.det_blocks (h : ZeroModeSplit H Z W)
    (A : Matrix k k ℝ) (B : Matrix m m ℝ) :
    (Z * A * Zᵀ + W * B * Wᵀ).det = A.det * B.det := by
  have h1 : fromCols Z W * fromRows Zᵀ Wᵀ = 1 := by
    rw [fromCols_mul_fromRows, h.complete]
  have cross' : Wᵀ * Z = 0 := by
    have e := congrArg Matrix.transpose h.cross
    rwa [Matrix.transpose_mul, Matrix.transpose_transpose, Matrix.transpose_zero] at e
  have h2 : fromRows Zᵀ Wᵀ * fromCols Z W = 1 := by
    rw [fromRows_mul_fromCols, h.orthoZ, h.orthoW, h.cross, cross', fromBlocks_one]
  have h3 : Z * A * Zᵀ + W * B * Wᵀ
      = fromCols Z W * fromBlocks A 0 0 B * fromRows Zᵀ Wᵀ := by
    rw [fromCols_mul_fromBlocks, fromCols_mul_fromRows]
    simp
  rw [h3, det_conj_of_mul_eq_one h1 h2, det_fromBlocks_zero₂₁]
```

## (e) Spectrum after the shift

**Task.** For real $t$, find the characteristic determinant of $S$:
$$\det(t\,1-S)=(t-c)^{|k|}\det(t\,1-V).$$

**Solution.** Write $t\,1=tZZ^T+tWW^T$ and subtract (c):
$$t\,1-S=Z\big((t-c)1\big)Z^T+W(t\,1-V)W^T.$$
Now apply (d), with $\det((t-c)1)=(t-c)^{|k|}$. The Lean steps `e1` and `e2` are these two identities.

The eigenvalues of $V$ are therefore unmoved, and the shifted modes appear at $c$. At a stationary point, with all the rigid motions in $Z$, the eigenvalues of $V$ are the squared angular frequencies of the vibrations. In a frequency calculation, a value of $c$ well away from their range makes the shifted modes easy to recognise.

```lean
/-- The characteristic determinant of the shifted Hessian is that of the vibrational Hessian times
one factor `t - c` for each zero mode in `Z`. -/
theorem characteristic_det (h : ZeroModeSplit H Z W) (c t : ℝ) :
    (t • (1 : Matrix n n ℝ) - shifted H Z c).det
      = (t - c) ^ Fintype.card k * (t • (1 : Matrix m m ℝ) - vibrational H W).det := by
  have e1 : t • (1 : Matrix n n ℝ) = t • (Z * Zᵀ) + t • (W * Wᵀ) := by
    rw [← smul_add, h.complete]
  have e2 : t • (1 : Matrix n n ℝ) - shifted H Z c
      = Z * ((t - c) • (1 : Matrix k k ℝ)) * Zᵀ
        + W * (t • (1 : Matrix m m ℝ) - vibrational H W) * Wᵀ := by
    rw [h.shifted_eq, e1]
    simp only [Matrix.mul_sub, Matrix.sub_mul, Matrix.mul_smul, Matrix.smul_mul,
      Matrix.mul_one, sub_smul]
    abel
  rw [e2, h.det_blocks, det_smul, det_one, mul_one]
```

## (f) Energy of a general displacement

**Task.** Split the quadratic form, which is twice the harmonic energy of the shifted model:
$$x^TSx=c\,(Z^Tx)^T(Z^Tx)+(W^Tx)^TV(W^Tx).$$

**Solution.** For any block $A$, regrouping gives $x^TZAZ^Tx=(Z^Tx)^TA(Z^Tx)$, and the same holds with $W$ and $B$. Insert (c) and take $A=c\,1$, $B=V$. The regroupings are `hZ` and `hW`; `⬝ᵥ` is the dot product and `*ᵥ` is a matrix acting on a vector.

```lean
/-- The quadratic form of the shifted Hessian is `c` times the squared zero-mode amplitude
plus the quadratic form of the vibrational Hessian. -/
theorem energy_split (h : ZeroModeSplit H Z W) (c : ℝ) (x : n → ℝ) :
    x ⬝ᵥ (shifted H Z c *ᵥ x) = c * ((Zᵀ *ᵥ x) ⬝ᵥ (Zᵀ *ᵥ x))
      + (Wᵀ *ᵥ x) ⬝ᵥ (vibrational H W *ᵥ (Wᵀ *ᵥ x)) := by
  have hZ (A : Matrix k k ℝ) :
      x ⬝ᵥ ((Z * A * Zᵀ) *ᵥ x) = (Zᵀ *ᵥ x) ⬝ᵥ (A *ᵥ (Zᵀ *ᵥ x)) := by
    rw [← mulVec_mulVec, ← mulVec_mulVec, dotProduct_mulVec, mulVec_transpose]
  have hW (B : Matrix m m ℝ) :
      x ⬝ᵥ ((W * B * Wᵀ) *ᵥ x) = (Wᵀ *ᵥ x) ⬝ᵥ (B *ᵥ (Wᵀ *ᵥ x)) := by
    rw [← mulVec_mulVec, ← mulVec_mulVec, dotProduct_mulVec, mulVec_transpose]
  rw [h.shifted_eq, add_mulVec, dotProduct_add, hZ, hW, smul_mulVec, one_mulVec,
    dotProduct_smul, smul_eq_mul]
```

## (g) Determinant and test for a minimum

**Task.** For $c>0$, show that
$$\det S=c^{|k|}\det V,\qquad S\text{ positive definite}\iff V\text{ positive definite}.$$

**Solution.** The determinant follows from (c) and (d), because $\det(c\,1)=c^{|k|}$.

Suppose $S$ is positive definite and $y\neq0$. Set $x=Wy$. Then $W^Tx=y$, so $x\neq0$, and $Z^Tx=0$ by (a). The energy split gives $0<x^TSx=y^TVy$.

Conversely, suppose $V$ is positive definite and $x\neq0$. If $W^Tx\neq0$, the vibrational term in (f) is positive and the other is non-negative. If $W^Tx=0$, completeness gives $x=ZZ^Tx$, so $Z^Tx\neq0$ and the first term is positive because $c>0$.

Lean's `PosDef` includes symmetry, which `hs` and `hv` supply. The two bullets are the two directions, and `by_cases` makes the distinction on $W^Tx$.

In code, $W$ need not be built. If $c>0$ and the columns of `D` are linearly independent mass-weighted rigid motions that $H$ annihilates, two lines of NumPy suffice:

```python
Z, _ = np.linalg.qr(D)
L = np.linalg.cholesky(H + c * Z @ Z.T)
```

In exact arithmetic the factorisation succeeds precisely when the vibrational Hessian is positive definite. The diagonal of `L` then also gives $\det S$, and division by $c^{|k|}$ leaves $\det V$. If the gradient vanishes and $Z$ holds all the rigid motions, success means that the geometry is a local minimum, and $\det V$ is the product of the squared angular frequencies of the vibrations. Where the gradient does not vanish, a positive definite $V$ does not indicate a minimum.

```lean
/-- Shifting the zero modes in `Z` by `c > 0` gives a Hessian whose determinant is `c ^ Fintype.card
k` times the vibrational one, and which is positive definite exactly when the vibrational Hessian
is. -/
theorem shifted_hessian (h : ZeroModeSplit H Z W) {c : ℝ} (hc : 0 < c) :
    (shifted H Z c).det = c ^ Fintype.card k * (vibrational H W).det ∧
      ((shifted H Z c).PosDef ↔ (vibrational H W).PosDef) := by
  refine ⟨by rw [h.shifted_eq, h.det_blocks, det_smul, det_one, mul_one], ?_⟩
  have hs : (shifted H Z c).IsHermitian := by
    rw [Matrix.IsHermitian, conjTranspose_eq_transpose_of_trivial]
    simp [shifted, Matrix.transpose_mul, h.symmetric]
  have hv : (vibrational H W).IsHermitian := by
    rw [Matrix.IsHermitian, conjTranspose_eq_transpose_of_trivial]
    simp [vibrational, Matrix.transpose_mul, h.symmetric, Matrix.mul_assoc]
  rw [posDef_iff_dotProduct_mulVec, posDef_iff_dotProduct_mulVec]
  simp only [star_trivial]
  constructor
  · -- test the shifted form on purely internal displacements
    rintro ⟨_, hp⟩
    refine ⟨hv, ?_⟩
    intro y hy
    have hw : Wᵀ *ᵥ (W *ᵥ y) = y := by rw [mulVec_mulVec, h.orthoW, one_mulVec]
    have hz : Zᵀ *ᵥ (W *ᵥ y) = 0 := by rw [mulVec_mulVec, h.cross, zero_mulVec]
    have hne : W *ᵥ y ≠ 0 := by
      intro h0
      rw [h0, mulVec_zero] at hw
      exact hy hw.symm
    have hpos : 0 < (W *ᵥ y) ⬝ᵥ (shifted H Z c *ᵥ (W *ᵥ y)) := by
      apply hp
      exact hne
    rw [energy_split h, hw, hz, zero_dotProduct, mul_zero, zero_add] at hpos
    exact hpos
  · -- a nonzero displacement has a zero-mode or an internal component
    rintro ⟨_, hp⟩
    refine ⟨hs, ?_⟩
    intro x hx
    rw [energy_split h]
    have hu : 0 ≤ (Zᵀ *ᵥ x) ⬝ᵥ (Zᵀ *ᵥ x) :=
      Finset.sum_nonneg fun i _ => mul_self_nonneg _
    by_cases hw : Wᵀ *ᵥ x = 0
    · have hne : Zᵀ *ᵥ x ≠ 0 := by
        intro h0
        apply hx
        calc x = (Z * Zᵀ + W * Wᵀ) *ᵥ x := by rw [h.complete, one_mulVec]
          _ = 0 := by
            rw [add_mulVec, ← mulVec_mulVec, ← mulVec_mulVec, h0, hw]
            simp
      have hlt : 0 < (Zᵀ *ᵥ x) ⬝ᵥ (Zᵀ *ᵥ x) :=
        lt_of_le_of_ne hu fun e => hne (dotProduct_self_eq_zero.mp e.symm)
      rw [hw, mulVec_zero, dotProduct_zero, add_zero]
      exact mul_pos hc hlt
    · have hlt : 0 < (Wᵀ *ᵥ x) ⬝ᵥ (vibrational H W *ᵥ (Wᵀ *ᵥ x)) := by
        apply hp
        exact hw
      have := mul_nonneg hc.le hu
      linarith
```

## (h) The Newton step

**Task.** Let $c\neq0$, and let the gradient $g$, in the same mass-weighted coordinates, satisfy $Z^Tg=0$. Show that for every step $s$
$$Ss=-g\iff Hs=-g\ \text{ and }\ Z^Ts=0.$$

**Solution.** By definition $Ss=Hs+cZ(Z^Ts)$. If $Ss=-g$, multiply by $Z^T$. The Hessian term vanishes by (b), leaving $c\,Z^Ts=-Z^Tg=0$. Hence $Z^Ts=0$, and the equation reduces to $Hs=-g$. In the other direction, $Z^Ts=0$ removes the extra term from $Ss$.

The condition on $g$ says that no net force pushes along the motions in $Z$. In Lean, `e` expands $Ss$ and `t` is the projected equation. The equivalence does not say that a solution exists; when $V$ is positive definite and $c>0$, part (g) makes $S$ invertible and the step is unique. An optimiser can then solve with the factor `L` and obtain a step with no component along the motions in $Z$, whatever positive $c$ was chosen. If $Z$ holds the translations alone, the step may still contain a rotation.

```lean
/-- For `c ≠ 0` and a gradient `g` with no component along the columns of `Z`, the solutions of the
shifted Newton equation are the solutions of the original one that have no component along the
columns of `Z`. -/
theorem newton_step (h : ZeroModeSplit H Z W) {c : ℝ} (hc : c ≠ 0) {g : n → ℝ}
    (hg : Zᵀ *ᵥ g = 0) (s : n → ℝ) :
    shifted H Z c *ᵥ s = -g ↔ H *ᵥ s = -g ∧ Zᵀ *ᵥ s = 0 := by
  have e : shifted H Z c *ᵥ s = H *ᵥ s + c • (Z *ᵥ (Zᵀ *ᵥ s)) := by
    rw [shifted, add_mulVec, smul_mulVec, mulVec_mulVec]
  constructor
  · intro hs
    have a : Zᵀ *ᵥ (H *ᵥ s) = 0 := by rw [mulVec_mulVec, h.zero_left, zero_mulVec]
    have b : Zᵀ *ᵥ (Z *ᵥ (Zᵀ *ᵥ s)) = Zᵀ *ᵥ s := by
      rw [mulVec_mulVec, h.orthoZ, one_mulVec]
    -- project the shifted equation onto the zero modes
    have t : c • (Zᵀ *ᵥ s) = 0 := by
      calc c • (Zᵀ *ᵥ s) = Zᵀ *ᵥ (shifted H Z c *ᵥ s) := by
            rw [e, mulVec_add, mulVec_smul, a, b, zero_add]
        _ = 0 := by rw [hs, mulVec_neg, hg, neg_zero]
    have hz : Zᵀ *ᵥ s = 0 := (smul_eq_zero.mp t).resolve_left hc
    rw [e, hz, mulVec_zero, smul_zero, add_zero] at hs
    exact ⟨hs, hz⟩
  · rintro ⟨h1, h2⟩
    rw [e, h2, mulVec_zero, smul_zero, add_zero, h1]
```

## (i) A diatomic on a line

**Task.** Two atoms of masses 9 and 16 are joined by a spring of force constant $\kappa$. Check that the translation and stretch vectors
$$Z=\tfrac15\begin{pmatrix}3\\4\end{pmatrix},\qquad W=\tfrac15\begin{pmatrix}4\\-3\end{pmatrix}$$
meet all the assumptions, and that
$$V=\frac{25\kappa}{144}.$$

**Solution.** Dividing the spring's Hessian entries by the square roots of the masses, 3 and 4, gives
$$H=\kappa\begin{pmatrix}1/9&-1/12\\-1/12&1/16\end{pmatrix}.$$

```lean
/-- The mass-weighted Hessian of two atoms of masses 9 and 16 on a line, joined by a spring
of force constant `κ`. -/
def diatomic (κ : ℝ) : Matrix (Fin 2) (Fin 2) ℝ :=
  !![κ / 9, -κ / 12; -κ / 12, κ / 16]
```

The rows of $HZ$ are $\kappa(\tfrac1{15}-\tfrac1{15})$ and $\kappa(-\tfrac1{20}+\tfrac1{20})$, both zero. The two vectors are orthonormal and span the plane, so completeness holds. Finally,
$$V=\frac{\kappa}{25}\left(\frac{16}{9}+2+\frac{9}{16}\right)=\frac{25\kappa}{144},$$
which is $\kappa$ divided by the reduced mass $144/25$. Lean compares the matrices entry by entry, for every real $\kappa$.

```lean
/-- The diatomic Hessian, with its mass-weighted translation and stretch vectors, satisfies
`ZeroModeSplit`, and its vibrational Hessian is the single number `25 κ / 144`. -/
theorem zeroModeSplit_witness (κ : ℝ) :
    ZeroModeSplit (diatomic κ) !![3 / 5; 4 / 5] !![4 / 5; -3 / 5] ∧
      vibrational (diatomic κ) !![4 / 5; -3 / 5] = !![25 * κ / 144] := by
  have hcomplete : (!![3 / 5; 4 / 5] : Matrix (Fin 2) (Fin 1) ℝ)
        * (!![3 / 5; 4 / 5] : Matrix (Fin 2) (Fin 1) ℝ)ᵀ
      + (!![4 / 5; -3 / 5] : Matrix (Fin 2) (Fin 1) ℝ)
        * (!![4 / 5; -3 / 5] : Matrix (Fin 2) (Fin 1) ℝ)ᵀ = 1 := by
    ext i j
    rw [Matrix.add_apply, Matrix.mul_apply, Matrix.mul_apply]
    fin_cases i <;> fin_cases j <;> simp <;> norm_num
  refine ⟨⟨?_, ?_, ?_, ?_, hcomplete⟩, ?_⟩ <;>
    (ext i j
     fin_cases i <;> fin_cases j <;>
      simp [diatomic, vibrational, Matrix.mul_apply, Fin.sum_univ_succ] <;> ring)

end

end HessianZeroModes
```

```lean
#print axioms HessianZeroModes.characteristic_det
#print axioms HessianZeroModes.shifted_hessian
#print axioms HessianZeroModes.newton_step
```

```
'HessianZeroModes.characteristic_det' depends on axioms: [propext, Classical.choice, Quot.sound]
'HessianZeroModes.shifted_hessian' depends on axioms: [propext, Classical.choice, Quot.sound]
'HessianZeroModes.newton_step' depends on axioms: [propext, Classical.choice, Quot.sound]
```
